# Normally ordered moments of an undriven harmonic oscillator with single-quantum loss at zero temperature evolve independently

Let a and b be the lowering and raising operators of one oscillator mode, elements of a complex algebra with ab − ba = 1, and set ħ = 1. The real numbers ω and g are the angular frequency and the damping rate, and an observable X has the Heisenberg-picture generator L(X) = iω(baX − Xba) + g(bXa − (baX + Xba)/2).

```lean
import Mathlib

open Complex

namespace DampedNormalMoments

noncomputable section

variable {A : Type*} [Ring A] [Algebra ℂ A]

/-- The Heisenberg-picture generator of an oscillator with frequency `ω` and
zero-temperature damping rate `g`, acting on an observable `X`. -/
def generator (a b : A) (ω g : ℝ) (X : A) : A :=
  (I * (ω : ℂ)) • (b * a * X - X * (b * a)) +
    (g : ℂ) • (b * X * a - (1 / 2 : ℂ) • (b * a * X + X * (b * a)))

/-- The complex rate `iω(j - k) - g(j + k)/2` of the moment with `j` raising and
`k` lowering operators. -/
def momentRate (ω g : ℝ) (j k : ℕ) : ℂ :=
  I * (ω : ℂ) * ((j : ℂ) - k) - (g : ℂ) * ((j : ℂ) + k) / 2

/-- The equation of motion for expectation values: the time derivative of the expectation
value of any observable is the expectation value of the generator applied to it. -/
def IsDampedEvolution (a b : A) (ω g : ℝ) (φ : ℝ → A →ₗ[ℂ] ℂ) : Prop :=
  ∀ (X : A) (t : ℝ), HasDerivAt (fun s => φ s X) (φ t (generator a b ω g X)) t

/-- Moving the number operator `ba` to the right through `b^j` produces `j` copies of `b^j`. -/
theorem number_mul_raising_pow {a b : A} (h : a * b - b * a = 1) (j : ℕ) :
    b * a * b ^ j = b ^ j * (b * a) + (j : ℂ) • b ^ j := by
  have hab : a * b = b * a + 1 := sub_eq_iff_eq_add'.mp h
  induction j with
  | zero => simp
  | succ j ih =>
    calc b * a * b ^ (j + 1) = (b * a * b ^ j) * b := by
          simp only [pow_succ, mul_assoc]
      _ = b ^ j * b * (a * b) + (j : ℂ) • (b ^ j * b) := by
          rw [ih, add_mul, smul_mul_assoc]
          simp only [mul_assoc]
      _ = b ^ (j + 1) * (b * a) + ((j + 1 : ℕ) : ℂ) • b ^ (j + 1) := by
          rw [hab, mul_add, mul_one, ← pow_succ]
          push_cast
          module

/-- Moving the number operator `ba` to the left through `a^k` produces `k` copies of `a^k`. -/
theorem lowering_pow_mul_number {a b : A} (h : a * b - b * a = 1) (k : ℕ) :
    a ^ k * (b * a) = b * a * a ^ k + (k : ℂ) • a ^ k := by
  have hab : a * b = b * a + 1 := sub_eq_iff_eq_add'.mp h
  induction k with
  | zero => simp
  | succ k ih =>
    calc a ^ (k + 1) * (b * a) = a * (a ^ k * (b * a)) := by
          simp only [pow_succ', mul_assoc]
      _ = (a * b) * (a * a ^ k) + (k : ℂ) • (a * a ^ k) := by
          rw [ih, mul_add, mul_smul_comm]
          simp only [mul_assoc]
      _ = b * a * a ^ (k + 1) + ((k + 1 : ℕ) : ℂ) • a ^ (k + 1) := by
          rw [hab, add_mul, one_mul, ← pow_succ']
          push_cast
          module

/-- If `ab - ba = 1`, the damping generator multiplies every normally ordered product `b^j a^k` by
`iω(j - k) - g(j + k)/2`. -/
theorem generator_normal_moment {a b : A} (h : a * b - b * a = 1) (ω g : ℝ) (j k : ℕ) :
    generator a b ω g (b ^ j * a ^ k) = momentRate ω g j k • (b ^ j * a ^ k) := by
  -- both orderings contain the same higher moment `b^(j+1) a^(k+1)`
  have hl : b * a * (b ^ j * a ^ k) =
      b * (b ^ j * a ^ k) * a + (j : ℂ) • (b ^ j * a ^ k) := by
    calc b * a * (b ^ j * a ^ k) = (b * a * b ^ j) * a ^ k := by simp only [mul_assoc]
      _ = (b ^ j * b) * (a * a ^ k) + (j : ℂ) • (b ^ j * a ^ k) := by
          rw [number_mul_raising_pow h, add_mul, smul_mul_assoc]
          simp only [mul_assoc]
      _ = _ := by
          rw [pow_mul_comm' b j, ← pow_mul_comm' a k]
          simp only [mul_assoc]
  have hr : b ^ j * a ^ k * (b * a) =
      b * (b ^ j * a ^ k) * a + (k : ℂ) • (b ^ j * a ^ k) := by
    calc b ^ j * a ^ k * (b * a) = b ^ j * (a ^ k * (b * a)) := by simp only [mul_assoc]
      _ = (b ^ j * b) * (a * a ^ k) + (k : ℂ) • (b ^ j * a ^ k) := by
          rw [lowering_pow_mul_number h, mul_add, mul_smul_comm]
          simp only [mul_assoc]
      _ = _ := by
          rw [pow_mul_comm' b j, ← pow_mul_comm' a k]
          simp only [mul_assoc]
  -- the higher moment cancels against the jump term
  unfold generator momentRate
  rw [hl, hr]
  module

/-- The antinormally ordered product `ab` obeys an equation with a constant source `g`. -/
theorem generator_antinormal {a b : A} (h : a * b - b * a = 1) (ω g : ℝ) :
    generator a b ω g (a * b) = -(g : ℂ) • (a * b) + (g : ℂ) • (1 : A) := by
  have hab : a * b = b * a + 1 := sub_eq_iff_eq_add'.mp h
  have e : generator a b ω g (b * a + 1) = generator a b ω g (b ^ 1 * a ^ 1) := by
    simp only [generator, pow_one, mul_add, add_mul, mul_one, one_mul]
    module
  rw [hab, e, generator_normal_moment h]
  simp only [momentRate, pow_one, Nat.cast_one]
  module

/-- The exponential `exp(ct)` of real time `t` has derivative `c exp(ct)`. -/
theorem hasDerivAt_exp_time (c : ℂ) (t : ℝ) :
    HasDerivAt (fun s : ℝ => exp (c * (s : ℂ))) (c * exp (c * (t : ℂ))) t := by
  have h := ((hasDerivAt_id t).ofReal_comp.const_mul c).cexp
  simpa [mul_comm] using h

/-- Along a damped evolution each normally ordered moment is its initial value times
its own exponential factor. -/
theorem moment_evolution {a b : A} (h : a * b - b * a = 1) {ω g : ℝ}
    {φ : ℝ → A →ₗ[ℂ] ℂ} (hφ : IsDampedEvolution a b ω g φ) (j k : ℕ) (t : ℝ) :
    φ t (b ^ j * a ^ k) = exp (momentRate ω g j k * t) * φ 0 (b ^ j * a ^ k) := by
  -- removing the expected exponential leaves a constant of motion
  have hd : ∀ t : ℝ, HasDerivAt
      (fun s : ℝ => exp (-momentRate ω g j k * (s : ℂ)) * φ s (b ^ j * a ^ k)) 0 t :=
    fun t => ((hasDerivAt_exp_time (-momentRate ω g j k) t).fun_mul
      (hφ (b ^ j * a ^ k) t)).congr_deriv (by
        rw [generator_normal_moment h, map_smul, smul_eq_mul]
        ring)
  have hc := is_const_of_deriv_eq_zero (fun t => (hd t).differentiableAt)
    (fun t => (hd t).deriv) t 0
  simp only [ofReal_zero, mul_zero, exp_zero, one_mul] at hc
  have hz : momentRate ω g j k * (t : ℂ) + -momentRate ω g j k * (t : ℂ) = 0 := by ring
  rw [← hc, ← mul_assoc, ← Complex.exp_add, hz, exp_zero, one_mul]

/-- The modulus of the moment `b^j a^k` changes by the factor `exp(-g(j + k)t/2)`. -/
theorem norm_moment_evolution {a b : A} (h : a * b - b * a = 1) {ω g : ℝ}
    {φ : ℝ → A →ₗ[ℂ] ℂ} (hφ : IsDampedEvolution a b ω g φ) (j k : ℕ) (t : ℝ) :
    ‖φ t (b ^ j * a ^ k)‖ =
      Real.exp (-(g * (j + k) / 2 * t)) * ‖φ 0 (b ^ j * a ^ k)‖ := by
  -- split the rate into damping and rotation
  have hs : momentRate ω g j k * (t : ℂ) =
      ((-(g * (j + k) / 2 * t) : ℝ) : ℂ) + ((ω * (j - k) * t : ℝ) : ℂ) * I := by
    unfold momentRate
    push_cast
    ring
  rw [moment_evolution h hφ, norm_mul, hs, Complex.exp_add, norm_mul,
    Complex.norm_exp_ofReal_mul_I, mul_one, Complex.norm_exp, Complex.ofReal_re]

/-- The lowering operator on complex polynomials: differentiation. -/
def lower : Module.End ℂ (Polynomial ℂ) := Polynomial.derivative

/-- The raising operator on complex polynomials: multiplication by the variable. -/
def raise : Module.End ℂ (Polynomial ℂ) := LinearMap.mulLeft ℂ Polynomial.X

/-- The linear functional that applies an operator to the polynomial `1` and evaluates
the result at the point `z`. -/
def evalAt (z : ℂ) : Module.End ℂ (Polynomial ℂ) →ₗ[ℂ] ℂ where
  toFun Y := (Y 1).eval z
  map_add' Y Z := by simp
  map_smul' c Y := by simp

/-- Differentiation and multiplication by the variable satisfy the canonical relation, and
evaluation at the point `z exp((iω - g/2)t)` is a damped evolution. -/
theorem damped_evolution_witness (ω g : ℝ) (z : ℂ) :
    lower * raise - raise * lower = 1 ∧
    IsDampedEvolution lower raise ω g
      (fun t => evalAt (z * exp ((I * (ω : ℂ) - (g : ℂ) / 2) * (t : ℂ)))) := by
  constructor
  · refine LinearMap.ext fun p => ?_
    change Polynomial.derivative (Polynomial.X * p) -
      Polynomial.X * Polynomial.derivative p = p
    rw [Polynomial.derivative_mul, Polynomial.derivative_X]
    ring
  · intro Y t
    -- terms with the lowering operator acting first on `1` vanish
    have hv : ∀ w : ℂ, evalAt w (generator lower raise ω g Y) =
        (I * (ω : ℂ) - (g : ℂ) / 2) * (w * (Polynomial.derivative (Y 1)).eval w) := by
      intro w
      simp [evalAt, generator, lower, raise, Module.End.mul_apply]
      ring
    have hz := (hasDerivAt_exp_time (I * (ω : ℂ) - (g : ℂ) / 2) t).const_mul z
    have hp := ((Y 1).hasDerivAt
      (z * exp ((I * (ω : ℂ) - (g : ℂ) / 2) * (t : ℂ)))).comp t hz
    exact hp.congr_deriv (by rw [hv]; ring)

end

end DampedNormalMoments
```

```lean
#print axioms DampedNormalMoments.generator_normal_moment
-- 'DampedNormalMoments.generator_normal_moment' depends on axioms: [propext, Classical.choice, Quot.sound]
#print axioms DampedNormalMoments.generator_antinormal
-- 'DampedNormalMoments.generator_antinormal' depends on axioms: [propext, Classical.choice, Quot.sound]
#print axioms DampedNormalMoments.norm_moment_evolution
-- 'DampedNormalMoments.norm_moment_evolution' depends on axioms: [propext, Classical.choice, Quot.sound]
```

## The eigenvalue relation and its consequences

The central theorem, `generator_normal_moment`, says that for all natural numbers j and k

L(bʲaᵏ) = λⱼₖ bʲaᵏ, with λⱼₖ = iω(j − k) − g(j + k)/2.

The number λⱼₖ is `momentRate ω g j k`. No other moment appears on the right-hand side, so the equations for normally ordered moments do not form a hierarchy.

The theorem `moment_evolution` turns this into a statement about expectation values. If φₜ(X) is the expectation value of X at time t, and it obeys the equation of motion generated by L, then

φₜ(bʲaᵏ) = exp(λⱼₖt) φ₀(bʲaᵏ).

By `norm_moment_evolution`, the modulus changes by the factor exp(−g(j + k)t/2). For g > 0 and j + k > 0 this is decay forward in time; the theorems allow any real g.

Ordering matters. For the antinormal product, `generator_antinormal` gives

L(ab) = −g ab + g·1,

with a constant source. For g > 0 and a normalised state, the expectation value of ab therefore relaxes to 1, while that of ba relaxes to 0.

## Operators, expectation values and the damping model

The type `A` is a ring that is also an algebra over ℂ, and `•` multiplies an element by a complex number. There is no norm on `A`, which suits the canonical relation, since it has no non-trivial representation by bounded operators. Nor is there an adjoint: in the physical case b is a†, but only the commutator is used.

In `generator`, the first term is i[H, X] with H = ω ba. The second is the dissipator for loss of single quanta into an environment at zero temperature. It stands for weak, memoryless coupling, in the rotating-wave approximation, to a bath that absorbs quanta and returns none. This form is postulated, not derived from a system and bath. With this convention g is the decay rate of the mean number of quanta, and the amplitude decays at g/2.

The family `φ : ℝ → A →ₗ[ℂ] ℂ` assigns a complex-linear functional to each time. `IsDampedEvolution` requires

d/dt φₜ(X) = φₜ(L(X))

for every X in `A` and every real t, negative times included. Positivity and φₜ(1) = 1 are not required, so density-matrix expectation values are a special case whenever they are finite and satisfy this condition. An evolution defined only for t ≥ 0 does not match the definition as written. Thermal excitation, driving and anharmonicity are absent from the model.

The theorem `damped_evolution_witness` supplies an example in which both the commutator and the equation of motion hold. On complex polynomials, a is differentiation and b is multiplication by the variable. The functional applies an operator Y to the polynomial 1 and evaluates the result at

zₜ = z exp((iω − g/2)t).

For z = 0 this is the vacuum expectation value. For z ≠ 0 it is not a physical state, because it gives ba the value 0 but b the value zₜ.

## Cancellation of the higher moment

First move ba through powers of b. The claim is

ba bʲ = bʲ ba + j bʲ.

It is clear for j = 0. If it holds for j, multiply by b on the right and use ab = ba + 1:

ba bʲ⁺¹ = bʲ b(ab) + j bʲ⁺¹
= bʲ⁺¹(ba + 1) + j bʲ⁺¹
= bʲ⁺¹ ba + (j + 1)bʲ⁺¹.

In the same way aᵏ ba = ba aᵏ + k aᵏ. The case k = 0 is clear, and multiplying by a on the left gives

aᵏ⁺¹ ba = (ab)aᵏ⁺¹ + k aᵏ⁺¹
= ba aᵏ⁺¹ + (k + 1)aᵏ⁺¹.

Now write M = bʲaᵏ. Since bMa = bʲ⁺¹aᵏ⁺¹, the two relations become

ba M = bMa + jM,
M ba = bMa + kM.

The difference of these lines is (j − k)M, which gives the rotation. Their half-sum is bMa + (j + k)M/2. In the dissipator,

bMa − (bMa + (j + k)M/2) = −(j + k)M/2,

so the higher moment cancels and L(M) = λⱼₖM.

For the antinormal product, L(1) = g(ba − ba) = 0. Hence L(ab) = L(ba + 1) = L(ba) = −g ba = −g ab + g·1.

For the time dependence, let m(t) = φₜ(M). Linearity gives m′ = λⱼₖm, and then

d/dt [exp(−λⱼₖt) m(t)] = exp(−λⱼₖt)(−λⱼₖ + λⱼₖ)m(t) = 0.

The bracket keeps its initial value m(0), which gives the exponential solution. The imaginary part of λⱼₖ contributes only a phase, so the modulus contains only the damping factor.

## How the Lean proof follows the algebra

`number_mul_raising_pow` and `lowering_pow_mul_number` are the two inductions; each `calc` block follows the displayed lines, and `module` collects the scalar multiples. In `generator_normal_moment`, the facts `hl` and `hr` are the left and right products of ba with M. After they are substituted, `module` performs the cancellation.

`generator_antinormal` replaces ab by ba + 1, shows in `e` that the added identity does not change the generator, and applies the case j = k = 1.

`hasDerivAt_exp_time` differentiates the exponential. In `moment_evolution`, `hd` is the vanishing derivative of the bracket, and `is_const_of_deriv_eq_zero` makes the bracket constant. The modulus theorem splits the exponent into real and imaginary parts in `hs`.

For the witness, the commutator is the product rule for differentiation. The equation of motion follows from the chain rule along zₜ, because every term in which a acts first on the polynomial 1 vanishes.

## Field amplitude, photon number and truncated matrices

For a single cavity mode with linear loss into a zero-temperature environment and no drive, the case j = 0, k = 1 gives the mean field and j = k = 1 the mean photon number:

⟨a⟩ₜ = exp(−iωt − gt/2)⟨a⟩₀,
⟨ba⟩ₜ = exp(−gt)⟨ba⟩₀.

The first is the solution of the Ehrenfest equation for a in this model; it traces a spiral in phase space when ω, g and ⟨a⟩₀ are all non-zero. Both are convenient checks on a master-equation code.

Such a code usually keeps N number states, and then ab − ba = 1 fails in the highest one. The truncated matrices still satisfy [ba, b] = b and [ba, a] = −a, however, and the cancellation above needs only these two relations. The normally ordered decay laws therefore survive truncation exactly, apart from time-stepping and rounding errors; this is an argument by hand, since the Lean theorems assume ab − ba = 1. A deviation larger than those points to the implementation, but agreement does not show that N is large enough, because the laws hold for every N, starting from the initial values of the truncated state.

## Commuting variables can break the relation

Without the commutator hypothesis the eigenvalue relation can fail. Take the algebra ℂ itself with a = b = 1, so that ab − ba = 0. Then

L(X) = iω(X − X) + g(X − (X + X)/2) = 0

for every X. The formula with j = 1, k = 0 would instead require L(b) = iω − g/2, which is non-zero unless ω = g = 0.
